# A finite simple graph whose characteristic and matching polynomials coincide has no cycle

In the Hückel model of a conjugated hydrocarbon each of $n$ carbon atoms carries one $\pi$ orbital, overlap is neglected, and the Hamiltonian is $H=\alpha I+\beta A$. Here $\alpha$ is the on-site energy common to all atoms, $\beta\ne0$ the coupling common to all bonds, and $A$ the adjacency matrix of the skeleton $G$. The levels are $\alpha+\beta x$, with $x$ a root of $\det(x-A)$. Counting the ways $m_k$ of choosing $k$ bonds with no shared atom gives a second polynomial, $\mu(x)=\sum_k(-1)^k m_k x^{n-2k}$. For allyl both are $x^3-2x$; for benzene they differ. The question is whether a skeleton with a ring can have $\det(x-A)=\mu$.

It cannot. Write $[x^j]P$ for the coefficient of $x^j$ in $P$, and $c_g$ for the number of rings on $g$ atoms. If $3\le g\le n$ and no ring has size from $3$ to $g-1$, then
$$[x^{n-g}]\det(x-A)=[x^{n-g}]\mu-2c_g ,$$
and equality of the polynomials excludes every cycle. In this non-interacting model with one $\alpha$ and one $\beta$, the list of reduced levels $x$ of a ring-containing molecule, counted with degeneracy, therefore never coincides with the list of roots of $\mu$ (both polynomials are monic of degree $n$), although single values can be shared, such as $x=0$ in benzyl. The opposite implication, that acyclic skeletons satisfy $\det(x-A)=\mu$, also holds but is not proved in this text. The Hückel reading and the small molecules quoted below are illustrations that were not formalised.

In Lean 4 with Mathlib:

```lean
import Mathlib

open Finset Polynomial Equiv
open scoped Classical

namespace AcyclicConverse

noncomputable section

variable {V : Type*} [Fintype V] [DecidableEq V] (G : SimpleGraph V)
```

Atoms are the elements of `V`, bonds are `G.Adj`, and $n$ is `Fintype.card V`. A figure of size $g$ is a permutation $\sigma$ of the atoms that moves exactly $g$ of them, each to a neighbour.

```lean
/-- The permutation sends every atom it moves to a bonded neighbour. -/
def Along (σ : Perm V) : Prop := ∀ x, σ x ≠ x → G.Adj x (σ x)

/-- Permutations along bonds that move exactly `g` atoms. -/
def figures (g : ℕ) : Finset (Perm V) := univ.filter fun σ => Along G σ ∧ σ.support.card = g
```

A pairing is a figure with $\sigma^2=1$, an oriented ring is a figure made of one cycle, and a ring is the unordered pair $\{\sigma,\sigma^{-1}\}$, so $c_g$ is `(rings G g).card`. Chords are allowed: the perimeter of naphthalene is a 10-ring.

```lean
/-- Figures on `g` atoms that are involutions. -/
def pairings (g : ℕ) : Finset (Perm V) := (figures G g).filter fun σ => σ * σ = 1

/-- Figures on `g` atoms that consist of a single cycle. -/
def orientedRings (g : ℕ) : Finset (Perm V) := (figures G g).filter fun σ => σ.IsCycle

/-- Oriented rings on `g` atoms with `σ` and `σ⁻¹` identified, as unordered pairs (for `g = 2` these
are the bonds). -/
def rings (g : ℕ) : Finset (Sym2 (Perm V)) := (orientedRings G g).image fun σ => s(σ, σ⁻¹)
```

The count $m_k$ uses Mathlib's matchings and makes no reference to permutations; `bondGraph` collects the bonds whose ends $\sigma$ exchanges.

```lean
/-- The number `m_k` of matchings of `G` that cover `2k` atoms. -/
def matchCount (k : ℕ) : ℕ := {M : G.Subgraph | M.IsMatching ∧ M.verts.ncard = 2 * k}.ncard

/-- The matching polynomial `∑ (-1)^k m_k x^(n-2k)`. -/
def matchingPoly : ℤ[X] := ∑ k ∈ range (Fintype.card V / 2 + 1),
  C ((-1) ^ k * (matchCount G k : ℤ)) * X ^ (Fintype.card V - 2 * k)

/-- The subgraph on the atoms moved by `σ`, with the bonds whose ends `σ` exchanges. -/
def bondGraph (σ : Perm V) : G.Subgraph where
  verts := ↑σ.support
  Adj x y := G.Adj x y ∧ σ x = y ∧ σ y = x
  adj_sub h := h.1
  edge_vert h := Finset.mem_coe.2 (Perm.mem_support.2 fun e => h.1.ne (e.symm.trans h.2.1))
  symm := by
    first
    | exact fun _ _ h => ⟨h.1.symm, h.2.2, h.2.1⟩
    | exact ⟨fun _ _ h => ⟨h.1.symm, h.2.2, h.2.1⟩⟩
```

## A simple graph: identical atoms, identical bonds

`SimpleGraph V` makes $A$ symmetric with zero diagonal and entries $0$ or $1$, which encodes equal $\alpha$, equal $\beta$ and a real symmetric $H$. Connectivity is not assumed. The Leibniz expansion is
$$\det(x-A)=\sum_\sigma \operatorname{sgn}\sigma\prod_i (x-A)_{\sigma(i),i}.$$
A fixed atom contributes $x-A_{ii}=x$. A moved atom contributes $-A_{\sigma(i),i}$, which is $-1$ on a bond and $0$ otherwise, so only permutations along bonds survive. If $\sigma$ moves $s$ atoms in $\kappa(\sigma)$ cycles of length at least two, then $\operatorname{sgn}\sigma=(-1)^{s+\kappa(\sigma)}$ and the term is $(-1)^{s+\kappa(\sigma)}(-1)^s x^{n-s}=(-1)^{\kappa(\sigma)}x^{n-s}$.

In `charpoly_coeff` this is `term`, with $\kappa(\sigma)$ as `σ.cycleType.card`. The step `h1` gives the factors $-1$, using symmetry to turn the bond from $i$ to $\sigma(i)$ into the entry $(\sigma(i),i)$; `h2` uses the zero diagonal; `h3` cancels $(-1)^{2s}$. A heteroatom would shift its factor $x$ by a constant and spread one term over several powers. Reversing the sign of one bond, as in a Möbius ring, would flip the contribution of each ring through that bond, and two shortest rings could cancel.

## Exponent and figure size add up to $n$

The hypothesis `hj : j + g = Fintype.card V` says that $j$ atoms stay fixed while $g$ move, and it contains $g\le n$. Collecting the terms with $n-s=j$ selects $s=g$:
$$[x^j]\det(x-A)=\sum_{\text{figures of size } g}(-1)^{\kappa(\sigma)}.$$
The two `omega` calls at the end of the proof make this selection.

```lean
/-- For `g ≤ n`, the coefficient of `x^(n-g)` in `det (x - A)` is the sum of `(-1)^(number of cycles
of length at least two)` over the figures on `g` atoms. -/
theorem charpoly_coeff [DecidableRel G.Adj] {j g : ℕ} (hj : j + g = Fintype.card V) :
    (G.adjMatrix ℤ).charpoly.coeff j = ∑ σ ∈ figures G g, (-1) ^ σ.cycleType.card := by
  -- one Leibniz term
  have term : ∀ σ : Perm V,
      ((Perm.sign σ : ℤ) : ℤ[X]) * ∏ i, (G.adjMatrix ℤ).charmatrix (σ i) i = if Along G σ then
        C ((-1) ^ σ.cycleType.card) * X ^ (Fintype.card V - σ.support.card) else 0 := by
    intro σ
    by_cases h : Along G σ
    · have h1 : ∀ i ∈ σ.support, (G.adjMatrix ℤ).charmatrix (σ i) i = -1 := fun i hi => by
        have hi' := Perm.mem_support.1 hi
        rw [Matrix.charmatrix_apply_ne _ _ _ hi']
        simp [(h i hi').symm]
      have h2 : ∀ i ∈ σ.supportᶜ, (G.adjMatrix ℤ).charmatrix (σ i) i = X := fun i hi => by
        have hi' : σ i = i := by simpa using hi
        simp [hi']
      have h3 : (-1 : ℤ[X]) ^ σ.support.card * (-1) ^ σ.support.card = 1 := by
        rw [← mul_pow]; simp
      rw [if_pos h, ← prod_mul_prod_compl σ.support, prod_congr rfl h1, prod_congr rfl h2,
        prod_const, prod_const, card_compl, Perm.sign_of_cycleType, Perm.sum_cycleType]
      simp only [map_pow, map_neg, map_one]
      push_cast
      rw [pow_add]
      linear_combination
        ((-1) ^ σ.cycleType.card * X ^ (Fintype.card V - σ.support.card)) * h3
    · obtain ⟨i, hi⟩ := not_forall.1 h
      obtain ⟨hi, hn⟩ := Classical.not_imp.1 hi
      have hn' : ¬ G.Adj (σ i) i := fun e => hn e.symm
      have hz : (G.adjMatrix ℤ).charmatrix (σ i) i = 0 := by
        rw [Matrix.charmatrix_apply_ne _ _ _ hi]
        simp [hn']
      have hz' : ∏ k, (G.adjMatrix ℤ).charmatrix (σ k) k = 0 :=
        prod_eq_zero (f := fun k => (G.adjMatrix ℤ).charmatrix (σ k) k) (mem_univ i) hz
      rw [if_neg h, hz', mul_zero]
  rw [Matrix.charpoly, Matrix.det_apply', finsetSum_coeff, figures, sum_filter]
  refine sum_congr rfl fun σ _ => ?_
  rw [term]
  have := card_le_univ σ.support
  by_cases h : Along G σ
  · rw [if_pos h, coeff_C_mul_X_pow]
    by_cases hg : σ.support.card = g
    · rw [if_pos (by omega), if_pos ⟨h, hg⟩]
    · rw [if_neg (by omega), if_neg fun e => hg e.2]
  · rw [if_neg h, if_neg fun e => h e.1, coeff_zero]
```

For $\mu$, a permutation has $\sigma^2=1$ exactly when, fixed points aside, all its cycles have length two.

```lean
/-- A permutation squares to the identity exactly when every entry of its cycle type (fixed points
are not counted) equals two. -/
theorem mul_self_eq_one_iff (σ : Perm V) : σ * σ = 1 ↔ ∀ c ∈ σ.cycleType, c = 2 := by
  rw [← sq, ← orderOf_dvd_iff_pow_eq_one, ← Perm.lcm_cycleType, Multiset.lcm_dvd]
  exact forall₂_congr fun c hc => ⟨fun h => le_antisymm (Nat.le_of_dvd two_pos h)
    (Perm.two_le_of_mem_cycleType hc), fun h => h.dvd⟩
```

A pairing on $2k$ atoms thus exchanges the ends of $k$ disjoint bonds, and a matching defines the map sending each covered atom to its partner and fixing the rest. `matchCount_eq` shows that `bondGraph` lands in the matchings, is injective, and is onto through the partner map `f`.

```lean
/-- Matchings on `2k` atoms are as many as involutive figures on `2k` atoms. -/
theorem matchCount_eq (k : ℕ) : matchCount G k = (pairings G (2 * k)).card := by
  have hmem : ∀ σ, σ ∈ pairings G (2 * k) ↔
      (Along G σ ∧ σ.support.card = 2 * k) ∧ σ * σ = 1 := by simp [pairings, figures]
  have hadj : ∀ σ ∈ pairings G (2 * k), ∀ x, σ x ≠ x → (bondGraph G σ).Adj x (σ x) :=
    fun σ hσ x hx => ⟨((hmem σ).1 hσ).1.1 x hx, rfl, DFunLike.congr_fun ((hmem σ).1 hσ).2 x⟩
  rw [matchCount, ← Set.ncard_coe_finset]
  symm
  refine Set.ncard_congr (fun σ _ => bondGraph G σ) ?_ ?_ ?_
  · intro σ hσ
    exact ⟨fun x hx => ⟨σ x, hadj σ hσ x (Perm.mem_support.1 hx), fun y hy => hy.2.1.symm⟩,
      (Set.ncard_coe_finset _).trans ((hmem σ).1 hσ).1.2⟩
  · intro σ τ hσ hτ h
    have h' : bondGraph G σ = bondGraph G τ := h
    ext x
    by_cases hx : σ x = x
    · by_cases hy : τ x = x
      · rw [hx, hy]
      · have := hadj τ hτ x hy
        rw [← h'] at this
        exact this.2.1
    · have := hadj σ hσ x hx
      rw [h'] at this
      exact this.2.1.symm
  · -- a matching gives the partner map `f`
    rintro M ⟨hM, hc⟩
    have : ∀ x, ∃ y, (x ∈ M.verts → M.Adj x y) ∧ (x ∉ M.verts → y = x) := fun x => by
      by_cases hx : x ∈ M.verts
      · obtain ⟨y, hy, -⟩ := hM hx
        exact ⟨y, fun _ => hy, fun h => absurd hx h⟩
      · exact ⟨x, fun h => absurd h hx, fun _ => rfl⟩
    choose f h1 h2 using this
    have hu : ∀ {x y}, M.Adj x y → f x = y :=
      fun h => (hM (M.edge_vert h)).unique (h1 _ (M.edge_vert h)) h
    have hf : Function.Involutive f := fun x => by
      by_cases hx : x ∈ M.verts
      · exact hu (h1 x hx).symm
      · rw [h2 x hx, h2 x hx]
    have hne : ∀ x, f x ≠ x ↔ x ∈ M.verts := fun x =>
      ⟨fun h => by_contra fun hx => h (h2 x hx), fun h => (M.adj_sub (h1 x h)).ne'⟩
    let σ : Perm V := Function.Involutive.toPerm f hf
    have hv : (↑σ.support : Set V) = M.verts :=
      Set.ext fun x => Perm.mem_support.trans (hne x)
    refine ⟨σ, (hmem _).2 ⟨⟨fun x hx => M.adj_sub (h1 x ((hne x).1 hx)), ?_⟩,
      Equiv.ext fun x => hf x⟩, SimpleGraph.Subgraph.ext hv ?_⟩
    · rw [← Set.ncard_coe_finset, hv, hc]
    · funext x y
      refine propext ⟨fun h => ?_, fun h => ⟨M.adj_sub h, hu h, hu h.symm⟩⟩
      have e : f x = y := h.2.1
      have := h1 x ((hne x).1 fun e' => h.1.ne (e'.symm.trans e))
      rwa [e] at this
```

A pairing of size $g$ has $g=2\kappa(\sigma)$, which is `hc`. For $g=2k$ the sum over pairings is $(-1)^k m_k$, and `hj` picks the single term of $\mu$ with $n-2k=j$. For odd $g$ both sides vanish.

```lean
/-- For `g ≤ n`, the coefficient of `x^(n-g)` in the matching polynomial is the sum of `(-1)^(number
of cycles of length at least two)` over the involutive figures on `g` atoms. -/
theorem matchingPoly_coeff {j g : ℕ} (hj : j + g = Fintype.card V) :
    (matchingPoly G).coeff j = ∑ σ ∈ pairings G g, (-1) ^ σ.cycleType.card := by
  have hc : ∀ σ ∈ pairings G g, g = σ.cycleType.card * 2 := fun σ hσ => by
    simp only [pairings, figures, mem_filter] at hσ
    have := congrArg Multiset.sum
      (Multiset.eq_replicate_card.2 ((mul_self_eq_one_iff σ).1 hσ.2))
    rwa [Perm.sum_cycleType, Multiset.sum_replicate, smul_eq_mul, hσ.1.2.2] at this
  rw [matchingPoly, finsetSum_coeff]
  simp only [coeff_C_mul_X_pow]
  rcases Nat.even_or_odd' g with ⟨k, rfl | rfl⟩
  · have h : ∀ σ ∈ pairings G (2 * k), (-1 : ℤ) ^ σ.cycleType.card = (-1) ^ k := fun σ hσ => by
      have := hc σ hσ
      rw [show σ.cycleType.card = k by omega]
    rw [sum_congr rfl h, sum_const, sum_eq_single k, if_pos (by omega), matchCount_eq,
      nsmul_eq_mul, mul_comm]
    · intro b hb hbk
      have := Finset.mem_range.1 hb
      exact if_neg (by omega)
    · intro hk
      exact absurd (Finset.mem_range.2 (by omega)) hk
  · rw [sum_eq_zero, sum_eq_zero]
    · intro σ hσ
      have := hc σ hσ
      omega
    · intro b hb
      have := Finset.mem_range.1 hb
      exact if_neg (by omega)
```

With $j$ untied from $g$ the ring formula fails: the triangle has $\det(x-A)=x^3-3x-2$, $\mu=x^3-3x$ and $c_3=1$, so the correction sits at $j=0$ and is absent at $j=1$.

## Rings have at least three atoms

The hypothesis `hg : 3 ≤ g` separates a ring from a bond crossed there and back. A single cycle of length $g\ge3$ has a cycle length different from two, so $\sigma^2\ne1$.

```lean
/-- A single cycle through at least three atoms is not an involution. -/
theorem ring_mul_self_ne {g : ℕ} (hg : 3 ≤ g) {σ : Perm V} (h : σ ∈ orientedRings G g) :
    σ * σ ≠ 1 := fun e => by
  simp only [orientedRings, figures, mem_filter] at h
  have := (mul_self_eq_one_iff σ).1 e g (by simp [h.2.cycleType, h.1.2.2])
  omega
```

Hence $\sigma\ne\sigma^{-1}$; the inverse also runs along bonds by symmetry (`hi`), so each ring has exactly two orientations (`h2`), and summing over rings gives $2c_g$ oriented rings.

```lean
/-- For `g ≥ 3` there are twice as many oriented `g`-rings as `g`-rings. -/
theorem card_orientedRings {g : ℕ} (hg : 3 ≤ g) :
    (orientedRings G g).card = 2 * (rings G g).card := by
  have h2 : ∀ b ∈ rings G g,
      ((orientedRings G g).filter fun a => s(a, a⁻¹) = b).card = 2 := fun b hb => by
    obtain ⟨σ, hσ, rfl⟩ := mem_image.1 hb
    have hne : σ ≠ σ⁻¹ := fun e => ring_mul_self_ne G hg hσ (mul_eq_one_iff_eq_inv.2 e)
    have hi : σ⁻¹ ∈ orientedRings G g := by
      simp only [orientedRings, figures, mem_filter, mem_univ, true_and] at hσ ⊢
      refine ⟨⟨fun x hx => ?_, by rw [Perm.support_inv, hσ.1.2]⟩, hσ.2.inv⟩
      have e : σ (σ⁻¹ x) = x := by simp
      have := hσ.1.1 (σ⁻¹ x) (by rw [e]; exact hx.symm)
      rw [e] at this
      exact this.symm
    rw [← card_pair hne]
    congr 1
    ext a
    simp only [mem_filter, Sym2.eq_iff, mem_insert, mem_singleton]
    constructor
    · rintro ⟨-, h | h⟩
      exacts [Or.inl h.1, Or.inr h.1]
    · rintro (h | h)
      · rw [h]; exact ⟨hσ, Or.inl ⟨rfl, rfl⟩⟩
      · rw [h]; exact ⟨hi, Or.inr ⟨rfl, inv_inv σ⟩⟩
  exact (card_eq_sum_card_image (fun σ => s(σ, σ⁻¹)) (orientedRings G g)).trans
    ((sum_const_nat h2).trans (mul_comm _ _))
```

At $g=2$ an oriented ring is a transposition, equal to its inverse, and `rings G 2` counts bonds. Ethylene has both polynomials equal to $x^2-1$, while the formula would subtract $2$.

## No smaller ring

The hypothesis `hmin` says that the molecule has no ring of size $3,\dots,g-1$. It does not require a $g$-ring; below the smallest ring size the theorem gives equal coefficients for $g\ge3$. A figure with $\sigma^2\ne1$ factors as $\sigma=c\tau$, with $c$ a cycle of length at least three, disjoint from the remainder $\tau$. This $c$ is itself an oriented ring of size at most $g$. A size below $g$ is excluded, so $\tau=1$ and $\sigma$ is an oriented $g$-ring with $\kappa(\sigma)=1$. The figures split into pairings, which sum to $[x^j]\mu$, and $2c_g$ oriented rings of weight $-1$.

In the proof `key` is the factorisation and the only place where `hmin` enters, `e` is the split, `hd` its disjointness (from `hg`), and `h1` the weight.

```lean
/-- If `3 ≤ g ≤ n` and there is no ring of size from `3` to `g - 1`, the coefficient of `x^(n-g)`
in `det (x - A)` is that of the matching polynomial minus twice the number of `g`-rings. -/
theorem coeff_at_shortest_ring [DecidableRel G.Adj] {j g : ℕ} (hj : j + g = Fintype.card V)
    (hg : 3 ≤ g) (hmin : ∀ k, 3 ≤ k → k < g → rings G k = ∅) :
    (G.adjMatrix ℤ).charpoly.coeff j = (matchingPoly G).coeff j - 2 * ((rings G g).card : ℤ) := by
  -- a non-involutive figure contains a ring, which must use all `g` atoms
  have key : ∀ σ ∈ figures G g, σ * σ ≠ 1 → σ.IsCycle := fun σ h hp => by
    obtain ⟨n, hn⟩ := not_forall.1 (mt (mul_self_eq_one_iff σ).2 hp)
    obtain ⟨hn, hn2⟩ := Classical.not_imp.1 hn
    have h2 := Perm.two_le_of_mem_cycleType hn
    obtain ⟨c, τ, rfl, hd, hc, rfl⟩ := Perm.mem_cycleType_iff.1 hn
    obtain ⟨-, ha, hs⟩ := mem_filter.1 h
    rw [hd.card_support_mul] at hs
    have hac : Along G c := fun x hx => by
      have e : (c * τ) x = c x := by rw [Perm.mul_apply, (hd x).resolve_left hx]
      have := ha x (by rwa [e])
      rwa [e] at this
    by_cases hlt : c.support.card < g
    · have : s(c, c⁻¹) ∈ rings G c.support.card := mem_image_of_mem _
        (mem_filter.2 ⟨mem_filter.2 ⟨mem_univ _, hac, rfl⟩, hc⟩)
      rw [hmin _ (by omega) hlt] at this
      simp at this
    · rwa [Perm.card_support_eq_zero.1 (by omega : τ.support.card = 0), mul_one]
  have e : figures G g = pairings G g ∪ orientedRings G g := by
    ext σ
    simp only [pairings, orientedRings, mem_union, mem_filter]
    constructor
    · intro h
      by_cases hp : σ * σ = 1
      exacts [Or.inl ⟨h, hp⟩, Or.inr ⟨h, key σ h hp⟩]
    · rintro (h | h) <;> exact h.1
  have hd : Disjoint (pairings G g) (orientedRings G g) :=
    Finset.disjoint_left.2 fun σ h h' => ring_mul_self_ne G hg h' (mem_filter.1 h).2
  have h1 : ∀ σ ∈ orientedRings G g, (-1 : ℤ) ^ σ.cycleType.card = -1 := fun σ h => by
    rw [Perm.card_cycleType_eq_one.2 (mem_filter.1 h).2, pow_one]
  rw [charpoly_coeff G hj, matchingPoly_coeff G hj, e, sum_union hd, sum_congr rfl h1,
    sum_const, card_orientedRings G hg, nsmul_eq_mul]
  push_cast
  ring
```

Without `hmin`, figures combining a ring with bonds appear. In the vinylcyclopropenyl skeleton, $n=g=5$, the triangle with the vinyl bond has $\kappa=2$ in both orientations, so $[x^0]\det(x-A)=2$ while $[x^0]\mu=0$ and $c_5=0$.

## Equality of the two polynomials

The hypothesis `h` equates all coefficients over $\mathbb Z$, that is, all levels with their degeneracies. The conclusion `G.IsAcyclic` says that no closed walk is a cycle, so every component is a tree. Suppose a cycle walk `p` exists. Its atoms, listed once each in `p.support.tail`, define the cyclic shift `formPerm`, which follows bonds, including the wrap-around step, and moves `p.length` atoms. Only this direction is proved; $c_g$ is not identified with a count of Mathlib walks.

```lean
/-- If a closed walk of the graph is a cycle, there is a ring whose size is its length. -/
theorem rings_nonempty {v : V} {p : G.Walk v v} (hp : p.IsCycle) :
    (rings G p.length).Nonempty := by
  have hs : ∀ {a b} (q : G.Walk a b) i, i ≤ q.length → q.support[i]? = some (q.getVert i) := by
    intro a b q
    induction q with
    | nil => intro i hi; obtain rfl : i = 0 := by simpa using hi
             simp
    | cons h q ih =>
      intro i hi
      cases i with
      | zero => simp
      | succ i => simpa using ih i (by simpa using hi)
  have hn := hp.support_nodup
  have h3 := hp.three_le_length
  have hl : p.support.tail.length = p.length := by simp
  have hget : ∀ i (h : i < p.support.tail.length), p.support.tail[i] = p.getVert (i + 1) :=
    fun i h => by
      obtain ⟨_, e⟩ := List.getElem?_eq_some_iff.1 (hs p (i + 1) (by omega))
      rw [List.getElem_tail]; exact e
  refine Finset.Nonempty.image ⟨p.support.tail.formPerm, mem_filter.2 ⟨mem_filter.2
    ⟨mem_univ _, fun x hx => ?_, ?_⟩, List.isCycle_formPerm hn (by omega)⟩⟩ _
  · obtain ⟨i, hi, rfl⟩ := List.getElem_of_mem (List.mem_of_formPerm_apply_ne hx)
    rw [List.formPerm_apply_getElem _ hn i hi, hget, hget, hl]
    by_cases h : i + 1 < p.length
    · rw [Nat.mod_eq_of_lt h]; exact p.adj_getVert_succ h
    · have := p.adj_getVert_succ (i := 0) (by omega)
      rw [show i + 1 = p.length by omega, Nat.mod_self, SimpleGraph.Walk.getVert_length]
      rwa [SimpleGraph.Walk.getVert_zero] at this
  · rw [List.support_formPerm_of_nodup _ hn, List.toFinset_card_of_nodup hn, hl]
    intro x e
    rw [e, List.length_singleton] at hl
    omega
```

Let $g$ be the least size $\ge3$ with a ring, `Nat.find ex`. Minimality supplies `hmin`, and `hle` gives $g\le n$, so $j=n-g$ satisfies `hj`. Then `h`, used at this one coefficient, turns the formula into $0=-2c_g$, against $c_g>0$. Without `h` rings are allowed and the formula measures the mismatch: benzene has $x^6-6x^4+9x^2-4$ against $x^6-6x^4+9x^2-2$, with $c_6=1$.

```lean
/-- If the adjacency characteristic polynomial equals the matching polynomial, the graph has
no cycle. -/
theorem isAcyclic_of_charpoly_eq [DecidableRel G.Adj]
    (h : (G.adjMatrix ℤ).charpoly = matchingPoly G) : G.IsAcyclic := by
  intro v p hp
  have ex : ∃ k, 3 ≤ k ∧ (rings G k).Nonempty := ⟨_, hp.three_le_length, rings_nonempty G hp⟩
  -- compare coefficients at the smallest ring size
  obtain ⟨hg, hne⟩ := Nat.find_spec ex
  obtain ⟨σ, hσ⟩ := Finset.image_nonempty.1 hne
  have hs := (mem_filter.1 (mem_filter.1 hσ).1).2.2
  have hle := card_le_univ σ.support
  have := coeff_at_shortest_ring G (j := Fintype.card V - Nat.find ex) (by omega) hg
    fun k hk hlt => not_nonempty_iff_eq_empty.1 fun e => Nat.find_min ex hlt ⟨hk, e⟩
  have hpos := card_pos.2 hne
  rw [h] at this
  omega

end

end AcyclicConverse
```

```lean
#print axioms AcyclicConverse.isAcyclic_of_charpoly_eq
```

```
'AcyclicConverse.isAcyclic_of_charpoly_eq' depends on axioms: [propext, Classical.choice, Quot.sound]
```
